# At fixed order and without tadpoles, two-vertex loops carry the highest power of the valley number

## Can the many other diagrams outweigh the rings?

Take an electron gas with $\nu$ valleys of identical dispersion and filling, and an interaction that is equally strong within and between valleys and never scatters an electron from one valley to another. A closed diagram of order $m$ has $m$ interaction lines and $2m$ vertices. Write $s x$ for the vertex where the propagator leaving vertex $x$ arrives; the cycles of the permutation $s$ are then the closed electron loops. RPA rings, whose loops have two vertices each, are said to dominate for large $\nu$. But from second order on, most diagrams are not rings. What does each connected non-ring diagram lose if no propagator returns to its own vertex, and can the number of such diagrams make up for it?

## Each missing loop costs a factor of $\nu$

From second order on, each loses at least one factor $\nu$. If the amplitudes don't depend on $\nu$, the number of diagrams at fixed order can't compensate for this as $\nu$ grows.

Exclude tadpoles, so $s x\neq x$. In the uniform gas they carry zero momentum transfer, which the neutralising background cancels.

**Counting valleys.** A valley assignment $c$ satisfies $c(sx)=c(x)$. Following the propagators gives $c(s^n x)=c(x)$, so $c$ is constant on each loop. Conversely, any choice of one valley per loop is allowed. With $L$ loops there are $N=\nu^L$ assignments.

**Counting loops.** A loop through $x$ also contains $sx\neq x$, so its size $n_\ell$ is at least 2. Hence
$$2m=\sum_\ell n_\ell\ge 2L .$$
Equality means that every loop is $\{x,sx\}$. Then $s(sx)$ is $x$ or $sx$, and the second would make $sx$ a fixed point, so $s(sx)=x$. Conversely, if $s(sx)=x$ for all $x$, every loop closes after two steps.

Therefore $N\le\nu^m$, and for $\nu\ge2$ equality holds exactly when $s$ is an involution. At $\nu=1$ every diagram has $N=1$, so the equality criterion fails for $m\ge2$, where some diagrams are not involutions. If $s$ is not an involution, $L\le m-1$ and $\nu N\le\nu^m$.

**Summing diagrams.** Give each $s$ in a finite set $S$ an amplitude $w_s$ independent of $\nu$. In $\sum_s w_sN_s/\nu^m$ the involutions contribute exactly $w_s$, and every other term has modulus at most $|w_s|/\nu$. By the triangle inequality,
$$\Bigl|\sum_{s\in S}\frac{w_sN_s}{\nu^m}-\sum_{s\ \mathrm{inv.}}w_s\Bigr|\le\frac1\nu\sum_{s\ \mathrm{not\ inv.}}|w_s| .$$

## Second order, and the smallest case

In a second-order Wick expansion, the valley trace multiplies each contraction by $\nu^L$. The ring has two loops and gets $\nu^2$; second-order exchange is a single four-vertex loop and gets $\nu$. For six valleys the weights are 36 and 6.

At $m=1$ the only tadpole-free contraction swaps the two vertices. This is the first-order exchange diagram. Its weight is $\nu=\nu^m$, so it loses nothing.

## What the theorems say about diagrams

The vertices form a finite type `α` with `Fintype.card α = 2 * m`, and `hs` excludes tadpoles. Valleys are elements of `Fin ν`; `valleyCount s ν` is $N$ and `loopCount s` is $L$. The main count is `valleyCount_le_and_eq_iff`. The lost factor is `valleyCount_gap`, and `valleyCount_four_loop` shows that the four-vertex loop loses exactly one. The bound on the sum is `two_vertex_loops_dominate`, for $\nu\ge1$.

The permutation doesn't record interaction lines, so "two-vertex loops" includes disconnected products as well as rings. Signs, spin sums and symmetry factors belong in `w`, whose values are finite numbers.

For many-valley semiconductors this supports RPA as the leading term in $1/\nu$, at fixed order, with $\nu$-independent amplitudes and provided that the ring amplitudes don't sum to zero. Several steps are left to the real gas. At fixed total density, the Fermi momentum in each valley changes with $\nu$, and `w` changes with it. Differently oriented anisotropic valleys, as in silicon, make the amplitude depend on the valley assignment. With the bare Coulomb interaction in three dimensions, the rings diverge at small momentum transfer from second order on, so a finite `w` needs a cutoff or a screened interaction.

## From loops to the bound in Lean

`constant_on_loop` follows $n$ propagators by induction and treats negative powers by reversing the path. `valleyCount_eq` turns this into a bijection between assignments and functions on loops.

`two_mul_loopCount` sorts the vertices by loop and compares the sizes with 2 term by term; equal sums force equal terms. For the converse, it applies `constant_on_loop` to the property "$z=x$ or $z=sx$", which is itself conserved along propagators.

`valleyCount_le_and_eq_iff` and `valleyCount_gap` then follow from monotonicity and injectivity of powers, while `valleyCount_four_loop` uses that a four-cycle is a single loop. The last proof puts both sums over `S`, applies `norm_sum_le`, and treats involutions and other permutations separately.

```lean
import Mathlib

open Finset

namespace ValleyLoopCounting

variable {α : Type*}

/-- Two vertices are equivalent when they lie on the same closed loop (cycle) of `s`. -/
def loopSetoid (s : Equiv.Perm α) : Setoid α where
  r := s.SameCycle
  iseqv := ⟨fun x => Equiv.Perm.SameCycle.refl s x, fun h => h.symm, fun h k => h.trans k⟩

/-- The closed loops of a diagram whose propagators run from each vertex `x` to `s x`. -/
abbrev Loop (s : Equiv.Perm α) := Quotient (loopSetoid s)

/-- The closed loop that passes through the vertex `x`. -/
def loopOf (s : Equiv.Perm α) (x : α) : Loop s := Quotient.mk (loopSetoid s) x

/-- The number of closed loops of a diagram with finitely many vertices. -/
noncomputable def loopCount (s : Equiv.Perm α) : ℕ := Nat.card (Loop s)

/-- The number of ways to assign one of `ν` valleys to each of finitely many vertices so that
the valley is conserved along every propagator `x → s x`. -/
noncomputable def valleyCount (s : Equiv.Perm α) (ν : ℕ) : ℕ :=
  Nat.card {c : α → Fin ν // ∀ x, c (s x) = c x}

/-- A propagator stays on its loop: `x` and `s x` lie on the same one. -/
theorem loopOf_apply (s : Equiv.Perm α) (x : α) : loopOf s (s x) = loopOf s x :=
  Quotient.sound (⟨-1, by simp⟩ : s.SameCycle (s x) x)

/-- A label conserved along every propagator is constant on each closed loop. -/
theorem constant_on_loop {β : Type*} (s : Equiv.Perm α) (c : α → β)
    (hc : ∀ x, c (s x) = c x) {x y : α} (hxy : s.SameCycle x y) : c x = c y := by
  -- follow the loop for `n` propagators
  have key : ∀ (n : ℕ) (z : α), c ((s ^ n) z) = c z := by
    intro n
    induction n with
    | zero => intro z; simp
    | succ n ih => intro z; rw [pow_succ, Equiv.Perm.mul_apply, ih, hc]
  obtain ⟨i, hi⟩ := hxy
  obtain ⟨n, rfl | rfl⟩ := i.eq_nat_or_neg
  · rw [← hi, zpow_natCast, key]
  · have hx : x = (s ^ n) y := by rw [← hi]; simp
    rw [hx]
    exact key n y

/-- With finitely many vertices, each closed loop carries one free valley index: the number of
valley assignments is `ν` to the number of loops. -/
theorem valleyCount_eq [Finite α] (s : Equiv.Perm α) (ν : ℕ) :
    valleyCount s ν = ν ^ loopCount s := by
  let e : {c : α → Fin ν // ∀ x, c (s x) = c x} ≃ (Loop s → Fin ν) :=
    { toFun := fun c => Quotient.lift c.1 (fun _ _ h => constant_on_loop s c.1 c.2 h)
      invFun := fun f => ⟨fun x => f (loopOf s x), fun x => congrArg f (loopOf_apply s x)⟩
      left_inv := fun _ => rfl
      right_inv := fun f => funext fun q => Quotient.inductionOn q fun _ => rfl }
  unfold valleyCount loopCount
  rw [Nat.card_congr e, Nat.card_fun, Nat.card_eq_fintype_card (α := Fin ν), Fintype.card_fin]

/-- If a diagram has finitely many vertices and no propagator returns to its own vertex, there are
at most half as many loops as vertices, with equality exactly when two propagators always lead back
to the start. -/
theorem two_mul_loopCount [Fintype α] (s : Equiv.Perm α) (hs : ∀ x, s x ≠ x) :
    2 * loopCount s ≤ Fintype.card α ∧
      (2 * loopCount s = Fintype.card α ↔ ∀ x, s (s x) = x) := by
  classical
  -- the vertices are distributed over the loops
  have hsum : Fintype.card α = ∑ q : Loop s, (univ.filter (fun x => loopOf s x = q)).card := by
    rw [← Finset.card_univ]
    exact Finset.card_eq_sum_card_fiberwise (fun x _ => by simp)
  have hcard : 2 * loopCount s = ∑ _q : Loop s, 2 := by
    simp [loopCount, Nat.card_eq_fintype_card, mul_comm]
  -- each loop contains the two distinct vertices `x` and `s x`
  have hpair : ∀ x, ({x, s x} : Finset α) ⊆ univ.filter (fun y => loopOf s y = loopOf s x) := by
    intro x y hy
    simp only [Finset.mem_insert, Finset.mem_singleton] at hy
    rcases hy with rfl | rfl <;> simp [loopOf_apply]
  have hge : ∀ q : Loop s, 2 ≤ (univ.filter (fun x => loopOf s x = q)).card := by
    intro q
    obtain ⟨x, rfl⟩ : ∃ x, loopOf s x = q := Quotient.exists_rep q
    rw [← Finset.card_pair (hs x).symm]
    exact Finset.card_le_card (hpair x)
  rw [hcard, hsum]
  refine ⟨Finset.sum_le_sum fun q _ => hge q, ?_, ?_⟩
  · intro h x
    have h2 := (Finset.sum_eq_sum_iff_of_le (fun q _ => hge q)).1 h (loopOf s x) (mem_univ _)
    have heq := Finset.eq_of_subset_of_card_le (hpair x)
      (by rw [Finset.card_pair (hs x).symm]; exact h2.ge)
    have hm : s (s x) ∈ ({x, s x} : Finset α) := by
      rw [heq]; simp [loopOf_apply]
    simp only [Finset.mem_insert, Finset.mem_singleton] at hm
    exact hm.resolve_right (hs (s x))
  · intro h
    refine Finset.sum_congr rfl fun q _ => le_antisymm (hge q) ?_
    obtain ⟨x, rfl⟩ : ∃ x, loopOf s x = q := Quotient.exists_rep q
    rw [← Finset.card_pair (hs x).symm]
    refine Finset.card_le_card fun y hy => ?_
    have hyx : s.SameCycle y x := Quotient.exact (Finset.mem_filter.1 hy).2
    -- membership in `{x, s x}` is itself conserved along propagators
    have hc : (y = x ∨ y = s x) = (x = x ∨ x = s x) :=
      constant_on_loop s (fun z => z = x ∨ z = s x) (fun z => propext
        ⟨fun e => e.elim (fun e => Or.inr (by rw [← e, h])) (fun e => Or.inl (s.injective e)),
         fun e => e.elim (fun e => Or.inr (by rw [e])) (fun e => Or.inl (by rw [e, h]))⟩) hyx
    simpa only [Finset.mem_insert, Finset.mem_singleton] using hc.mpr (Or.inl rfl)

/-- With `2m` vertices, no propagator returning to its own vertex and `ν ≥ 2` valleys, there are
at most `ν ^ m` valley assignments, with equality exactly when `s` is an involution. -/
theorem valleyCount_le_and_eq_iff [Fintype α] (s : Equiv.Perm α) (hs : ∀ x, s x ≠ x)
    {m ν : ℕ} (hm : Fintype.card α = 2 * m) (hν : 2 ≤ ν) :
    valleyCount s ν ≤ ν ^ m ∧ (valleyCount s ν = ν ^ m ↔ ∀ x, s (s x) = x) := by
  obtain ⟨hle, hiff⟩ := two_mul_loopCount s hs
  rw [valleyCount_eq]
  refine ⟨Nat.pow_le_pow_right (by omega) (by omega), fun h => ?_, fun h => ?_⟩
  · have hL : loopCount s = m := Nat.pow_right_injective hν h
    exact hiff.1 (by omega)
  · have hL := hiff.2 h
    rw [show loopCount s = m by omega]

/-- A diagram on `2m` vertices, without propagators returning to their own vertex, that is not
an involution loses at least one full factor `ν` against `ν ^ m`. -/
theorem valleyCount_gap [Fintype α] (s : Equiv.Perm α) (hs : ∀ x, s x ≠ x)
    {m : ℕ} (ν : ℕ) (hm : Fintype.card α = 2 * m) (hinv : ¬ ∀ x, s (s x) = x) :
    ν * valleyCount s ν ≤ ν ^ m := by
  obtain ⟨hle, hiff⟩ := two_mul_loopCount s hs
  have hne : 2 * loopCount s ≠ Fintype.card α := fun h => hinv (hiff.1 h)
  rcases Nat.eq_zero_or_pos ν with rfl | hν
  · simp
  · rw [valleyCount_eq, ← pow_succ']
    exact Nat.pow_le_pow_right hν (by omega)

/-- The single loop through four vertices loses exactly one factor `ν` against `ν ^ 2`. -/
theorem valleyCount_four_loop (ν : ℕ) : ν * valleyCount (finRotate 4) ν = ν ^ 2 := by
  have hs : ∀ x : Fin 4, finRotate 4 x ≠ x := by decide
  have hcyc : (finRotate 4).IsCycle := isCycle_finRotate (n := 2)
  have h1 : loopCount (finRotate 4) = 1 := Nat.card_eq_one_iff_unique.2
    ⟨⟨fun a b => Quotient.inductionOn₂ a b fun x y =>
      Quotient.sound (hcyc.sameCycle (hs x) (hs y))⟩, ⟨loopOf _ 0⟩⟩
  rw [valleyCount_eq, h1, pow_one, sq]

/-- Take finitely many diagrams on `2m` vertices, none with a propagator returning to its own
vertex, with amplitudes `w` independent of `ν ≥ 1`. Their valley sum over `ν ^ m` equals the sum
over diagrams made of two-vertex loops, up to the other amplitudes' total modulus over `ν`. -/
theorem two_vertex_loops_dominate [Fintype α] [DecidableEq α] (S : Finset (Equiv.Perm α))
    (hS : ∀ s ∈ S, ∀ x, s x ≠ x) (w : Equiv.Perm α → ℂ) {m ν : ℕ}
    (hm : Fintype.card α = 2 * m) (hν : 0 < ν) :
    ‖(∑ s ∈ S, w s * (valleyCount s ν : ℂ)) / (ν : ℂ) ^ m
        - ∑ s ∈ S.filter (fun s => ∀ x, s (s x) = x), w s‖
      ≤ (∑ s ∈ S.filter (fun s => ¬ ∀ x, s (s x) = x), ‖w s‖) / (ν : ℝ) := by
  have hνR : (0 : ℝ) < ν := by exact_mod_cast hν
  have hνC : (ν : ℂ) ^ m ≠ 0 := pow_ne_zero _ (by exact_mod_cast hν.ne')
  rw [Finset.sum_filter, Finset.sum_filter, Finset.sum_div, Finset.sum_div,
    ← Finset.sum_sub_distrib]
  -- compare diagram by diagram
  refine (norm_sum_le _ _).trans (Finset.sum_le_sum fun s hs => ?_)
  by_cases h : ∀ x, s (s x) = x
  · have hL := (two_mul_loopCount s (hS s hs)).2.2 h
    have hN : valleyCount s ν = ν ^ m := by
      rw [valleyCount_eq, show loopCount s = m by omega]
    rw [if_pos h, if_neg (not_not.2 h), hN, Nat.cast_pow, mul_div_cancel_right₀ _ hνC]
    simp
  · have hg : (ν : ℝ) * (valleyCount s ν : ℝ) ≤ (ν : ℝ) ^ m := by
      exact_mod_cast valleyCount_gap s (hS s hs) ν hm h
    rw [if_neg h, if_pos h, sub_zero]
    simp only [norm_div, norm_mul, norm_pow, Complex.norm_natCast]
    rw [div_le_div_iff₀ (pow_pos hνR m) hνR]
    have hw := mul_le_mul_of_nonneg_left hg (norm_nonneg (w s))
    linarith

end ValleyLoopCounting
```

```lean
#print axioms ValleyLoopCounting.valleyCount_le_and_eq_iff
#print axioms ValleyLoopCounting.valleyCount_four_loop
#print axioms ValleyLoopCounting.two_vertex_loops_dominate
```

```
'ValleyLoopCounting.valleyCount_le_and_eq_iff' depends on axioms: [propext, Classical.choice, Quot.sound]
'ValleyLoopCounting.valleyCount_four_loop' depends on axioms: [propext, Classical.choice, Quot.sound]
'ValleyLoopCounting.two_vertex_loops_dominate' depends on axioms: [propext, Classical.choice, Quot.sound]
```
